# Ward identities and the seagull-only gauge in tree-level scalar Compton scattering

Take one space dimension, with product a·b = a₀b₀ − a₁b₁. A charged scalar of unit mass at rest, p = (1, 0), absorbs a photon k = (1, 1) and emits an identical one, so the final momenta are p' = p and k' = k. Replace the incoming polarization by k and leave the outgoing polarization f = (f₀, f₁) arbitrary. With the charge squared and an overall phase removed, the diagram that absorbs first and the diagram that emits first give

3f₀ − f₁ and −(f₀ + f₁).

Their sum is 2(f₀ − f₁) = 2k·f, which is nonzero unless f₀ = f₁. The two-photon contact vertex, called the seagull, contributes −2k·f and cancels it. This example checks only the algebra, since a photon has no physical transverse polarization in one space dimension.

## The amplitude and its two gauge properties

In d space dimensions, let a·b be the Minkowski product with signature (+, −, …, −), and write a² for a·a. A scalar p absorbs a photon k with polarization e and emits a photon k' with polarization f, leaving a scalar p'. Assume

p + k = p' + k', k² = k'² = 0, p² = p'², p·k ≠ 0, p·k' ≠ 0.

The last two conditions say that the intermediate scalar is never on its mass shell, so both propagators are finite. With the charge squared and an overall phase removed, the tree amplitude is

A(e, f) = (2p+k)·e (2p'+k')·f / (2p·k) − (2p−k')·f (2p'−k)·e / (2p·k') − 2e·f.

It satisfies A(k, f) = 0 and A(e, k') = 0 for every e and f. If e·k = f·k' = e·p = f·p = 0, then A(e, f) = −2e·f.

## Polarization sums and gauge choices in a matrix-element code

A code that replaces the sum over physical photon polarizations by minus the metric relies on the Ward identities to remove the terms proportional to k or k'. A code that picks a convenient gauge for each photon relies on the amplitude being unchanged by that choice. For a pointlike, minimally coupled scalar at tree level, both properties follow from the formula above. Setting e = k with a generic f, not restricted to transverse vectors, gives a direct test of the relative signs and the seagull coefficient in an implementation. If instead f·p = f·k' = 0, the diagram that emits first vanishes and its sign is not tested.

## From the propagators to the seagull

Since the photons are massless, the propagator denominators are

(p+k)² − p² = 2p·k + k² = 2p·k,
(p−k')² − p² = −2p·k' + k'² = −2p·k'.

This gives the signs in A. Squaring p' − k = p − k' and p' + k' = p + k, and using p² = p'², gives

p'·k = p·k', p'·k' = p·k.

Now set e = k. The vertices containing e become

(2p+k)·k = 2p·k,
(2p'−k)·k = 2p'·k = 2p·k'.

Each cancels its denominator, and the pole diagrams leave

(2p'+k')·f − (2p−k')·f = 2(p'+k'−p)·f = 2k·f.

For f = k', the corresponding vertices are (2p'+k')·k' = 2p·k and (2p−k')·k' = 2p·k', so the pole diagrams leave

(2p+k)·e − (2p'−k)·e = 2(p+k−p')·e = 2e·k'.

The seagull −2e·f cancels both remainders. With a seagull −c e·f instead, the incoming test would leave (2−c)k·f. Choosing f = p shows that c must be 2, because p·k ≠ 0.

The amplitude is linear in each polarization, so for any numbers a and b

A(e+ak, f+bk') = A(e, f) + a A(k, f+bk') + b A(e, k') = A(e, f).

If e and f are orthogonal to p as well as to their own photon momenta, then (2p+k)·e = 0 and (2p−k')·f = 0. Each pole diagram loses one vertex factor, and only −2e·f remains.

Any transverse pair, meaning e·k = f·k' = 0, can be brought to this gauge by

E = e − (e·p / p·k)k, F = f − (f·p / p·k')k'.

Indeed E·p = e·p − e·p = 0 and E·k = e·k − (e·p / p·k)k² = 0, and F satisfies the analogous equations with k'. Hence A(e, f) = A(E, F) = −2E·F.

## A right-angle event in numbers

In three space dimensions, take

p = (1, 0, 0, 0), k = (1, 0, 0, 1),
p' = (3/2, −1/2, 0, 1), k' = (1/2, 1/2, 0, 0).

Here p·k = 1 and p·k' = 1/2. With both polarizations normal to the scattering plane, e = f = (0, 0, 1, 0), all four orthogonality conditions hold and e·f = −1, so A = 2.

The condition e·p = 0 matters for the seagull-only formula. Keep the event and take e = (1, 1, 0, 1), f = (0, 0, 0, 1). Then e·k = f·k' = f·p = 0, but e·p = 1. The relevant products are

(2p+k)·e = 2, (2p'+k')·f = −2, (2p−k')·f = 0, e·f = −1.

The full amplitude is 2·(−2)/2 − 0 + 2 = 0, whereas −2e·f alone would give 2.

## The Lean file

```lean
import Mathlib

noncomputable section

namespace ScalarCompton

/-- The Minkowski product with signature (+,-,...,-) in `d` space dimensions,
extended bilinearly to complex vectors. -/
def mink {d : ℕ} : (Fin (d + 1) → ℂ) →ₗ[ℂ] (Fin (d + 1) → ℂ) →ₗ[ℂ] ℂ :=
  LinearMap.mk₂ ℂ (fun x y => x 0 * y 0 - ∑ i : Fin d, x i.succ * y i.succ)
    (by
      intro x y z
      simp only [Pi.add_apply, add_mul, Finset.sum_add_distrib]
      ring)
    (by
      intro c x y
      simp only [Pi.smul_apply, smul_eq_mul, mul_sub, Finset.mul_sum, mul_assoc])
    (by
      intro x y z
      simp only [Pi.add_apply, mul_add, Finset.sum_add_distrib]
      ring)
    (by
      intro c x y
      simp only [Pi.smul_apply, smul_eq_mul, mul_sub, Finset.mul_sum, mul_left_comm])

local notation:70 x:71 " ⬝ₘ " y:71 => mink x y

/-- Momenta of a Compton event: a scalar `p` absorbs a photon `k` and emits a photon `k'`,
with both photons massless, equal scalar masses, and nonzero `p·k` and `p·k'`. -/
structure Kinematics (d : ℕ) where
  p : Fin (d + 1) → ℂ
  k : Fin (d + 1) → ℂ
  p' : Fin (d + 1) → ℂ
  k' : Fin (d + 1) → ℂ
  conservation : p + k = p' + k'
  k_null : k ⬝ₘ k = 0
  k'_null : k' ⬝ₘ k' = 0
  mass_shell : p ⬝ₘ p = p' ⬝ₘ p'
  pk_ne : p ⬝ₘ k ≠ 0
  pk'_ne : p ⬝ₘ k' ≠ 0

variable {d : ℕ}

/-- The two diagrams with an intermediate scalar of momentum `p + k` or `p - k'`,
for polarizations `e` (incoming) and `f` (outgoing). -/
def poleDiagrams (K : Kinematics d) (e f : Fin (d + 1) → ℂ) : ℂ :=
  ((((2 : ℂ) • K.p + K.k) ⬝ₘ e) * (((2 : ℂ) • K.p' + K.k') ⬝ₘ f)) /
      (((K.p + K.k) ⬝ₘ (K.p + K.k)) - (K.p ⬝ₘ K.p)) +
    ((((2 : ℂ) • K.p - K.k') ⬝ₘ f) * (((2 : ℂ) • K.p' - K.k) ⬝ₘ e)) /
      (((K.p - K.k') ⬝ₘ (K.p - K.k')) - (K.p ⬝ₘ K.p))

/-- The tree amplitude: the pole diagrams plus the two-photon seagull vertex `-2 e·f`. -/
def amplitude (K : Kinematics d) (e f : Fin (d + 1) → ℂ) : ℂ :=
  poleDiagrams K e f - 2 * (e ⬝ₘ f)

/-- The Minkowski product is symmetric. -/
theorem mink_comm (x y : Fin (d + 1) → ℂ) : x ⬝ₘ y = y ⬝ₘ x := by
  simp [mink, mul_comm]

/-- On shell, the propagator denominators of the pole diagrams are `2 p·k` and `-2 p·k'`. -/
theorem poleDiagrams_eq (K : Kinematics d) (e f : Fin (d + 1) → ℂ) :
    poleDiagrams K e f =
      ((((2 : ℂ) • K.p + K.k) ⬝ₘ e) * (((2 : ℂ) • K.p' + K.k') ⬝ₘ f)) / (2 * (K.p ⬝ₘ K.k)) -
      ((((2 : ℂ) • K.p - K.k') ⬝ₘ f) * (((2 : ℂ) • K.p' - K.k) ⬝ₘ e)) /
        (2 * (K.p ⬝ₘ K.k')) := by
  have h1 : ((K.p + K.k) ⬝ₘ (K.p + K.k)) - (K.p ⬝ₘ K.p) = 2 * (K.p ⬝ₘ K.k) := by
    simp only [map_add, LinearMap.add_apply]
    linear_combination K.k_null + mink_comm K.k K.p
  have h2 : ((K.p - K.k') ⬝ₘ (K.p - K.k')) - (K.p ⬝ₘ K.p) = -(2 * (K.p ⬝ₘ K.k')) := by
    simp only [map_sub, LinearMap.sub_apply]
    linear_combination K.k'_null - mink_comm K.k' K.p
  rw [poleDiagrams, h1, h2, div_neg, ← sub_eq_add_neg]


/-- With a polarization replaced by its photon momentum, the pole diagrams alone give
`2 k·f` for the incoming photon and `2 e·k'` for the outgoing one. -/
theorem poleDiagrams_longitudinal (K : Kinematics d) (e f : Fin (d + 1) → ℂ) :
    poleDiagrams K K.k f = 2 * (K.k ⬝ₘ f) ∧ poleDiagrams K e K.k' = 2 * (e ⬝ₘ K.k') := by
  have n1 : 2 * (K.p ⬝ₘ K.k) ≠ 0 := mul_ne_zero two_ne_zero K.pk_ne
  have n2 : 2 * (K.p ⬝ₘ K.k') ≠ 0 := mul_ne_zero two_ne_zero K.pk'_ne
  -- momentum conservation and the shell conditions relate the two channels
  have x : K.p' ⬝ₘ K.k = K.p ⬝ₘ K.k' := by
    have h : K.p' = K.p + K.k - K.k' := eq_sub_of_add_eq K.conservation.symm
    have m := K.mass_shell
    rw [h] at m ⊢
    simp only [map_add, map_sub, LinearMap.add_apply, LinearMap.sub_apply] at m ⊢
    linear_combination (-1 / 2) * m - (1 / 2) * mink_comm K.k K.p + (1 / 2) * K.k_null
      - (1 / 2) * mink_comm K.k' K.k + (1 / 2) * mink_comm K.k' K.p - (1 / 2) * K.k'_null
  -- momentum conservation contracted with an arbitrary vector
  have c : ∀ v, (K.p ⬝ₘ v) + (K.k ⬝ₘ v) = (K.p' ⬝ₘ v) + (K.k' ⬝ₘ v) := by
    intro v
    have h := congrArg (fun w => w ⬝ₘ v) K.conservation
    simpa only [map_add, LinearMap.add_apply] using h
  constructor
  · have a : ((2 : ℂ) • K.p + K.k) ⬝ₘ K.k = 2 * (K.p ⬝ₘ K.k) := by
      simp only [map_add, map_smul, LinearMap.add_apply, LinearMap.smul_apply, smul_eq_mul]
      linear_combination K.k_null
    have b : ((2 : ℂ) • K.p' - K.k) ⬝ₘ K.k = 2 * (K.p ⬝ₘ K.k') := by
      simp only [map_sub, map_smul, LinearMap.sub_apply, LinearMap.smul_apply, smul_eq_mul]
      linear_combination 2 * x - K.k_null
    -- each numerator cancels its propagator
    rw [poleDiagrams_eq, a, b, mul_div_cancel_left₀ _ n1, mul_div_cancel_right₀ _ n2]
    simp only [map_add, map_sub, map_smul, LinearMap.add_apply, LinearMap.sub_apply,
      LinearMap.smul_apply, smul_eq_mul]
    linear_combination (-2) * c f
  · have a : ((2 : ℂ) • K.p' + K.k') ⬝ₘ K.k' = 2 * (K.p ⬝ₘ K.k) := by
      simp only [map_add, map_smul, LinearMap.add_apply, LinearMap.smul_apply, smul_eq_mul]
      linear_combination (-2) * c K.k' - 2 * c K.k - K.k'_null - 2 * x + 2 * K.k_null
        - 2 * mink_comm K.k' K.k
    have b : ((2 : ℂ) • K.p - K.k') ⬝ₘ K.k' = 2 * (K.p ⬝ₘ K.k') := by
      simp only [map_sub, map_smul, LinearMap.sub_apply, LinearMap.smul_apply, smul_eq_mul]
      linear_combination -K.k'_null
    rw [poleDiagrams_eq, a, b, mul_div_cancel_right₀ _ n1, mul_div_cancel_left₀ _ n2]
    simp only [map_add, map_sub, map_smul, LinearMap.add_apply, LinearMap.sub_apply,
      LinearMap.smul_apply, smul_eq_mul]
    linear_combination 2 * c e + 2 * mink_comm K.k' e

/-- Ward identities: the amplitude vanishes when either polarization is replaced by the
momentum of its photon, whatever the other polarization. -/
theorem ward_identity (K : Kinematics d) (e f : Fin (d + 1) → ℂ) :
    amplitude K K.k f = 0 ∧ amplitude K e K.k' = 0 := by
  obtain ⟨h1, h2⟩ := poleDiagrams_longitudinal K e f
  exact ⟨by rw [amplitude, h1, sub_self], by rw [amplitude, h2, sub_self]⟩

/-- A seagull term `-c e·f` restores the Ward identity of the incoming photon exactly
when `c = 2`. -/
theorem seagull_coefficient (K : Kinematics d) (c : ℂ) :
    (∀ f, poleDiagrams K K.k f - c * (K.k ⬝ₘ f) = 0) ↔ c = 2 := by
  constructor
  · intro h
    have hp := h K.p
    rw [(poleDiagrams_longitudinal K K.k K.p).1, mink_comm K.k K.p] at hp
    apply mul_right_cancel₀ K.pk_ne
    linear_combination -hp
  · rintro rfl f
    rw [(poleDiagrams_longitudinal K K.k f).1, sub_self]

/-- The amplitude is unchanged by the gauge shifts `e → e + a k` and `f → f + b k'`. -/
theorem gauge_invariance (K : Kinematics d) (e f : Fin (d + 1) → ℂ) (a b : ℂ) :
    amplitude K (e + a • K.k) (f + b • K.k') = amplitude K e f := by
  have h1 : ∀ v, amplitude K (e + a • K.k) v = amplitude K e v + a * amplitude K K.k v := by
    intro v
    simp only [amplitude, poleDiagrams, map_add, map_sub, map_smul, LinearMap.add_apply,
      LinearMap.sub_apply, LinearMap.smul_apply, smul_eq_mul]
    ring
  have h2 : amplitude K e (f + b • K.k') = amplitude K e f + b * amplitude K e K.k' := by
    simp only [amplitude, poleDiagrams, map_add, map_sub, map_smul, LinearMap.add_apply,
      LinearMap.sub_apply, LinearMap.smul_apply, smul_eq_mul]
    ring
  rw [h1, (ward_identity K e _).1, h2, (ward_identity K e f).2]
  ring

/-- For transverse polarizations that are also orthogonal to the initial scalar momentum,
the amplitude is the seagull term `-2 e·f`. -/
theorem amplitude_eq_seagull (K : Kinematics d) (e f : Fin (d + 1) → ℂ)
    (hek : e ⬝ₘ K.k = 0) (hfk : f ⬝ₘ K.k' = 0) (hep : e ⬝ₘ K.p = 0) (hfp : f ⬝ₘ K.p = 0) :
    amplitude K e f = -2 * (e ⬝ₘ f) := by
  -- one vertex of each pole diagram vanishes
  have a : ((2 : ℂ) • K.p + K.k) ⬝ₘ e = 0 := by
    rw [mink_comm, map_add, map_smul, hep, hek, smul_zero, add_zero]
  have b : ((2 : ℂ) • K.p - K.k') ⬝ₘ f = 0 := by
    rw [mink_comm, map_sub, map_smul, hfp, hfk, smul_zero, sub_zero]
  rw [amplitude, poleDiagrams, a, b]
  ring

/-- For all transverse polarizations, the amplitude is `-2 E·F` with
`E = e - (e·p / p·k) k` and `F = f - (f·p / p·k') k'`. -/
theorem amplitude_transverse (K : Kinematics d) (e f : Fin (d + 1) → ℂ)
    (hek : e ⬝ₘ K.k = 0) (hfk : f ⬝ₘ K.k' = 0) :
    amplitude K e f =
      -2 * ((e - ((e ⬝ₘ K.p) / (K.p ⬝ₘ K.k)) • K.k) ⬝ₘ
        (f - ((f ⬝ₘ K.p) / (K.p ⬝ₘ K.k')) • K.k')) := by
  -- shift both polarizations to the gauge orthogonal to `p`
  have g := gauge_invariance K e f (-((e ⬝ₘ K.p) / (K.p ⬝ₘ K.k)))
    (-((f ⬝ₘ K.p) / (K.p ⬝ₘ K.k')))
  simp only [neg_smul, ← sub_eq_add_neg] at g
  rw [← g]
  apply amplitude_eq_seagull <;>
    simp only [map_sub, map_smul, LinearMap.sub_apply, LinearMap.smul_apply, smul_eq_mul]
  · rw [hek, K.k_null, mul_zero, sub_zero]
  · rw [hfk, K.k'_null, mul_zero, sub_zero]
  · rw [mink_comm K.k K.p, div_mul_cancel₀ _ K.pk_ne, sub_self]
  · rw [mink_comm K.k' K.p, div_mul_cancel₀ _ K.pk'_ne, sub_self]

/-- The Minkowski product in three space dimensions, written in components. -/
theorem mink_components (a₀ a₁ a₂ a₃ b₀ b₁ b₂ b₃ : ℂ) :
    mink (d := 3) ![a₀, a₁, a₂, a₃] ![b₀, b₁, b₂, b₃] =
      a₀ * b₀ - (a₁ * b₁ + a₂ * b₂ + a₃ * b₃) := by
  simp only [mink, LinearMap.mk₂_apply, Fin.sum_univ_three]
  rfl

/-- Right-angle scattering off a scalar of unit mass at rest, with photon energies
`1` and `1/2`. -/
def rightAngle : Kinematics 3 where
  p := ![1, 0, 0, 0]
  k := ![1, 0, 0, 1]
  p' := ![3 / 2, -1 / 2, 0, 1]
  k' := ![1 / 2, 1 / 2, 0, 0]
  conservation := by
    funext i
    fin_cases i <;> norm_num
  k_null := by norm_num [mink_components]
  k'_null := by norm_num [mink_components]
  mass_shell := by norm_num [mink_components]
  pk_ne := by norm_num [mink_components]
  pk'_ne := by norm_num [mink_components]

/-- In the right-angle event, with both polarizations normal to the scattering plane,
the amplitude is `2`. -/
theorem rightAngle_witness :
    amplitude rightAngle ![0, 0, 1, 0] ![0, 0, 1, 0] = 2 := by
  rw [amplitude_eq_seagull] <;> norm_num [rightAngle, mink_components]

end ScalarCompton
```

```lean
#print axioms ScalarCompton.ward_identity
-- 'ScalarCompton.ward_identity' depends on axioms: [propext, Classical.choice, Quot.sound]
#print axioms ScalarCompton.seagull_coefficient
-- 'ScalarCompton.seagull_coefficient' depends on axioms: [propext, Classical.choice, Quot.sound]
#print axioms ScalarCompton.amplitude_transverse
-- 'ScalarCompton.amplitude_transverse' depends on axioms: [propext, Classical.choice, Quot.sound]
```

## How the Lean statements encode the event

A vector is a function `Fin (d + 1) → ℂ`, with component 0 as time. The product `mink`, written `⬝ₘ`, is bilinear and conjugates neither argument. Complex polarizations are therefore allowed, but for an outgoing photon `f` must already be the conjugated polarization vector.

`Kinematics d` bundles the four momenta with conservation, the shell conditions and the two nonzero products. The momenta may be complex, and neither positive energy nor a positive mass squared is required. No such event exists for d = 0, where a null vector is zero; the forward event at the start is an instance for d = 1.

`poleDiagrams` uses the propagator denominators before simplification, and `amplitude` adds the seagull. `ward_identity` states both replacement tests, each with the other polarization unrestricted. `amplitude_eq_seagull` has the four orthogonality conditions as explicit hypotheses, while `amplitude_transverse` needs only `hek` and `hfk`.

## How the proof follows the algebra

`poleDiagrams_eq` reduces the denominators. `poleDiagrams_longitudinal` carries the main cancellation: its local fact `x` is p'·k = p·k', and `c` is momentum conservation contracted with an arbitrary vector. The facts `a` and `b` evaluate the two vertices that cancel the denominators. Each `linear_combination` names the multiples of known equations whose sum gives the goal, and checks the remaining algebra.

`ward_identity` then subtracts the seagull, and `seagull_coefficient` tests the incoming identity at f = p to obtain c = 2. `gauge_invariance` expands the amplitude by linearity and removes the added terms with the Ward identities. `amplitude_eq_seagull` sets one factor in each pole numerator to zero. `amplitude_transverse` applies the gauge shift with the coefficients that define E and F, then checks the four orthogonality conditions. Finally, `rightAngle_witness` evaluates the event with amplitude 2.

## Exact tree algebra, with the Feynman rules as input

The theorems cover every event satisfying the `Kinematics` conditions, in exact complex arithmetic. They do not bound the rounding error of a floating-point implementation, where the Ward test involves cancelling terms and should be judged against their size.

The vertices and propagators are definitions, not consequences of a Lagrangian in the file. The seagull represents the two-photon coupling of a minimally coupled scalar; `seagull_coefficient` fixes its strength only among terms of the form −c e·f. Loops, off-shell external particles, spin and form factors are absent, and no cross section is computed.
